# The minima of a quartic double-well potential

The theorem `doubleWell_minima` concerns the one-dimensional potential V(x) = ax⁴ − bx², with a and b real and positive. It states that V(x) is never less than −b²/(4a), and that it equals this value exactly when x = √(b/(2a)) or x = −√(b/(2a)). Only the potential as a function of a real variable is treated; no Hamiltonian or wavefunction appears. The attempt completes the square, writing V(x) as a(x² − b/(2a))² − b²/(4a), so that the bound follows because the first term is non-negative, and equality holds exactly when that term vanishes.

In Lean, a first try:

```lean
import Mathlib

open MeasureTheory

namespace DoubleWellMinima

noncomputable section

/-- The quartic potential `a x⁴ - b x²`. -/
def doubleWell (a b x : ℝ) : ℝ := a * x ^ 4 - b * x ^ 2

/-- The distance `√(b / (2a))` of the minima from the origin, for `a, b > 0`. -/
def wellPosition (a b : ℝ) : ℝ := Real.sqrt (b / (2 * a))

/-- For `a, b > 0` the potential is bounded below by `-b²/(4a)`, and it takes this value
exactly at plus and minus the well position. -/
theorem doubleWell_minima {a b : ℝ} (ha : 0 < a) (hb : 0 < b) (x : ℝ) :
    -(b ^ 2 / (4 * a)) ≤ doubleWell a b x ∧
      (doubleWell a b x = -(b ^ 2 / (4 * a)) ↔
        x = wellPosition a b ∨ x = -wellPosition a b) := by
  have hw : wellPosition a b ^ 2 = b / (2 * a) := Real.sq_sqrt (by positivity)
  -- complete the square
  have key : doubleWell a b x = a * (x ^ 2 - wellPosition a b ^ 2) ^ 2 - b ^ 2 / (4 * a) := by
    rw [hw, doubleWell]
    field_simp
    ring
  refine ⟨by rw [key]; nlinarith [mul_nonneg ha.le
    (sq_nonneg (x ^ 2 - wellPosition a b ^ 2))], ?_⟩
  rw [← sq_eq_sq_iff_eq_or_eq_neg, key]
  constructor
  · intro h
    have h0 : a * (x ^ 2 - wellPosition a b ^ 2) ^ 2 = 0 := by linarith
    have h1 := (mul_eq_zero.mp h0).resolve_left ha.ne'
    exact sub_eq_zero.mp (pow_eq_zero_iff two_ne_zero |>.mp h1)
  · intro h
    rw [h]
    ring

end

end DoubleWellMinima
```

Messages:

```
Main.lean:27:50: error: unexpected token '('; expected ']'
Main.lean:27:9: error: Insufficient number of fields for `⟨...⟩` constructor: Constructor `And.intro` has 2 explicit field, but only 1 was provided
Main.lean:27:10: error: unsolved goals
a b : ℝ
ha : 0 < a
hb : 0 < b
x : ℝ
hw : wellPosition a b ^ 2 = b / (2 * a)
key : doubleWell a b x = a * (x ^ 2 - wellPosition a b ^ 2) ^ 2 - b ^ 2 / (4 * a)
⊢ -(b ^ 2 / (4 * a)) ≤ a * (x ^ 2 - wellPosition a b ^ 2) ^ 2 - b ^ 2 / (4 * a)
```

After these edits no error is left:

```diff
@@ -25,6 +25,6 @@
     field_simp
     ring
-  refine ⟨by rw [key]; nlinarith [mul_nonneg ha.le
-    (sq_nonneg (x ^ 2 - wellPosition a b ^ 2))], ?_⟩
+  have hn : 0 ≤ a * (x ^ 2 - wellPosition a b ^ 2) ^ 2 := by positivity
+  refine ⟨by rw [key]; linarith, ?_⟩
   rw [← sq_eq_sq_iff_eq_or_eq_neg, key]
   constructor
```

Cause. The first error is one of layout. The tactic block after `by` begins at `rw`, well to the right on its line, and Lean accepts a further argument of a function on a new line only if it stands to the right of the column where the block began. The argument `(sq_nonneg …)` stands to the left of it, so Lean ends the term at `mul_nonneg ha.le` and expects `]`.

The other two errors follow from this. Parsing broke off before `?_`, so the `⟨...⟩` has one field where `And.intro` needs two, and the goal left unsolved is the bound as it stands after `rw [key]`, with `nlinarith` not having run.

The repair proves the non-negativity beforehand, as `hn`, by `positivity`. The `refine` then fits on one line, which cures all three errors. With `hn` in the context the bound is linear in the square term, so `linarith` is enough. The change from `nlinarith` is a simplification; the messages show no fault in the original inequality argument, and indenting the second line further would also have cured the parse error.
